# Omitting the renormalization of a fixed X2C Hamiltonian never raises a bound level or lowers an unbound one

Take one basis function with overlap s > 0. Exact two-component (X2C) theory eliminates the small component of the Dirac spinor and leaves a number l for the energy expression. The eliminated component still carries norm, so the full norm is some m ≥ s and the level is f = l/m. Renormalization accounts for this extra norm. Without it one obtains e = l/s, and hence

e = (m/s) f.

With s = 1, m = 1.25 and l = −1, the correct level −0.8 becomes −1. With l = +1, the level 0.8 becomes 1. The level moves away from zero by the factor m/s.

## Two metrics for one Hamiltonian

With n basis functions, l, s and m become matrices L, S and M. The correct levels f_k solve L C = M C diag(f). A renormalization matrix R with R†MR = S turns this into a problem for R†LR in the metric S, with the same levels. Leaving R out means solving L C = S C diag(e) instead. The two problems have different eigenvectors in general, so division no longer settles the comparison.

Energies are counted from the free electron at rest: negative levels are called bound and positive ones unbound. Indices run from 0 to n − 1.

In Lean 4 with Mathlib:

```lean
import Mathlib

open Matrix
open scoped ComplexOrder

namespace X2CRenormalization

noncomputable section

variable {n : ℕ} {L S M : Matrix (Fin n) (Fin n) ℂ} {e f : Fin n → ℝ}
```

Both metrics and the Hamiltonian enter through quadratic forms x†Ax. Despite its name, `expect` does not normalise: the energy expectation value of x in the metric S is `expect L x` divided by `expect S x`.

```lean
/-- The real part of the quadratic form `x† A x`. -/
def expect (A : Matrix (Fin n) (Fin n) ℂ) (x : Fin n → ℂ) : ℝ :=
  (star x ⬝ᵥ (A *ᵥ x)).re
```

The levels are defined by ascending order and a square coefficient matrix C with

C†SC = 1,  LC = SC diag(e).

These equations already force S to be positive definite and L to be Hermitian. Conversely, the spectral theorem supplies such levels for every Hermitian L and positive definite S; here they enter as a hypothesis.

```lean
/-- `e` lists in ascending order the levels of `L C = S C diag(e)`, for a square matrix `C`
of orbital coefficients that are orthonormal in the metric `S`. -/
def IsLevels (L S : Matrix (Fin n) (Fin n) ℂ) (e : Fin n → ℝ) : Prop :=
  Monotone e ∧ ∃ C : Matrix (Fin n) (Fin n) ℂ,
    Cᴴ * S * C = 1 ∧ L * C = S * C * diagonal (fun i => (e i : ℂ))
```

In X2C the matrix X gives the small-component coefficients from the large-component ones, and T is the nonrelativistic kinetic energy matrix. Each large-component basis function χ, a two-component spinor, is paired with the small-component function (α/2) σ·p χ, where σ are the Pauli matrices, p is the momentum and α is the fine-structure constant, in atomic units. The overlap matrix of these small-component functions is (α²/2) T, so the metric is

M = S + (α²/2) X†TX.

Since T is positive semidefinite, so is M − S. The number y bounds the small-component norm relative to the large-component norm: (α²/2) x†X†TXx ≤ y x†Sx for all x. The definition below records this metric; the comparison holds for any M within the two bounds.

```lean
/-- The X2C metric `S + (α²/2) X† T X`, with overlap `S`, kinetic energy matrix `T`,
decoupling matrix `X` and fine-structure constant `α`, in atomic units. -/
def x2cMetric (S T X : Matrix (Fin n) (Fin n) ℂ) (α : ℝ) : Matrix (Fin n) (Fin n) ℂ :=
  S + (α ^ 2 / 2) • (Xᴴ * T * X)
```

## Norm and energy in orbital amplitudes

Expand x in the orbitals, x = Cc. Since C†SC = 1 and C is square, CC†S = 1 as well, so c = C†Sx. Multiplying LC = SC diag(e) by C† gives C†LC = diag(e). Therefore

x†Sx = Σⱼ |cⱼ|²,  x†Lx = Σⱼ eⱼ |cⱼ|².

If x ≠ 0, some cⱼ is nonzero and the norm is positive. In the proof, `key` evaluates a quadratic form that is diagonal in the orbitals; it is used once for S and once for L. The matrix called `B` in the statement is C†S.

```lean
/-- In suitable linear amplitudes `B x`, the metric is the sum of their squared moduli and `L`
is the same sum weighted with the levels; the metric is positive on nonzero vectors. -/
theorem IsLevels.amplitudes (h : IsLevels L S e) :
    ∃ B : Matrix (Fin n) (Fin n) ℂ, ∀ x : Fin n → ℂ,
      expect S x = ∑ j, Complex.normSq ((B *ᵥ x) j) ∧
      expect L x = ∑ j, e j * Complex.normSq ((B *ᵥ x) j) ∧
      (x ≠ 0 → 0 < expect S x) := by
  obtain ⟨-, C, hC, hLC⟩ := h
  have key : ∀ (A : Matrix (Fin n) (Fin n) ℂ) (d : Fin n → ℝ) (c : Fin n → ℂ),
      Cᴴ * A * C = diagonal (fun i => (d i : ℂ)) →
      expect A (C *ᵥ c) = ∑ j, d j * Complex.normSq (c j) := by
    intro A d c hA
    unfold expect
    rw [Matrix.star_mulVec, ← Matrix.dotProduct_mulVec]
    simp only [Matrix.mulVec_mulVec, ← Matrix.mul_assoc]
    rw [hA]
    simp only [dotProduct, Matrix.mulVec_diagonal, Complex.re_sum]
    refine Finset.sum_congr rfl fun j _ => ?_
    simp [Complex.normSq_apply]
    ring
  have hCL : Cᴴ * L * C = diagonal (fun i => (e i : ℂ)) := by
    rw [Matrix.mul_assoc, hLC, ← Matrix.mul_assoc, ← Matrix.mul_assoc, hC, Matrix.one_mul]
  refine ⟨Cᴴ * S, fun x => ?_⟩
  -- the orbitals are complete
  have hx : C *ᵥ ((Cᴴ * S) *ᵥ x) = x := by
    rw [Matrix.mulVec_mulVec, mul_eq_one_comm.1 hC, Matrix.one_mulVec]
  have h1 := key S (fun _ => 1) ((Cᴴ * S) *ᵥ x) (by rw [hC]; simp)
  have h2 := key L e ((Cᴴ * S) *ᵥ x) hCL
  rw [hx] at h1 h2
  simp only [one_mul] at h1
  refine ⟨h1, h2, fun h0 => ?_⟩
  have hc : (Cᴴ * S) *ᵥ x ≠ 0 := fun hz => h0 (by rw [← hx, hz, Matrix.mulVec_zero])
  obtain ⟨j, hj⟩ := Function.ne_iff.1 hc
  rw [h1]
  exact Finset.sum_pos' (fun i _ => Complex.normSq_nonneg _)
    ⟨j, Finset.mem_univ j, Complex.normSq_pos.2 hj⟩
```

## A trial vector shared by both problems

Fix k. Let Bx be the amplitudes of x in the (L,S) orbitals and Dx those in the (L,M) orbitals. Require

(Bx)ⱼ = 0 for j < k,  (Dx)ⱼ = 0 for j > k.

These are n − 1 linear conditions on n coefficients, so a nonzero x satisfies them. For this x only levels eⱼ ≥ e_k contribute to the first expansion of x†Lx, and only levels fⱼ ≤ f_k to the second:

e_k x†Sx ≤ x†Lx ≤ f_k x†Mx.

The proof stacks the conditions into a square matrix whose row k is zero. Its determinant vanishes, which yields x. The two inequalities are then checked term by term. For n = 1 there are no conditions, and any nonzero x serves.

```lean
/-- For the `k`-th levels of `L` in two metrics there is a trial vector, of positive norm in
both, for which `e k` times the `S` norm is at most `f k` times the `M` norm. -/
theorem exists_trial (he : IsLevels L S e) (hf : IsLevels L M f) (k : Fin n) :
    ∃ x, 0 < expect S x ∧ 0 < expect M x ∧ e k * expect S x ≤ f k * expect M x := by
  obtain ⟨B, hB⟩ := he.amplitudes
  obtain ⟨D, hD⟩ := hf.amplitudes
  -- n - 1 linear conditions on n coefficients: row k is empty
  let A : Matrix (Fin n) (Fin n) ℂ :=
    Matrix.of fun j i => if j < k then B j i else if k < j then D j i else 0
  have hdet : A.det = 0 := Matrix.det_eq_zero_of_row_eq_zero k (fun i => by simp [A])
  obtain ⟨x, hx, hAx⟩ := Matrix.exists_mulVec_eq_zero_iff.2 hdet
  have hlow : ∀ j, j < k → (B *ᵥ x) j = 0 := fun j hj => by
    have := congrFun hAx j
    simpa [A, Matrix.mulVec, dotProduct, hj] using this
  have hhigh : ∀ j, k < j → (D *ᵥ x) j = 0 := fun j hj => by
    have := congrFun hAx j
    simpa [A, Matrix.mulVec, dotProduct, hj, not_lt.2 hj.le] using this
  obtain ⟨b1, b2, b3⟩ := hB x
  obtain ⟨d1, d2, d3⟩ := hD x
  refine ⟨x, b3 hx, d3 hx, le_trans (b := expect L x) ?_ ?_⟩
  · rw [b1, b2, Finset.mul_sum]
    refine Finset.sum_le_sum fun j _ => ?_
    by_cases hj : j < k
    · simp [hlow j hj]
    · exact mul_le_mul_of_nonneg_right (he.1 (not_lt.1 hj)) (Complex.normSq_nonneg _)
  · rw [d1, d2, Finset.mul_sum]
    refine Finset.sum_le_sum fun j _ => ?_
    by_cases hj : k < j
    · simp [hhigh j hj]
    · exact mul_le_mul_of_nonneg_right (hf.1 (not_lt.1 hj)) (Complex.normSq_nonneg _)
```

## Inserting the bounds on the metric

The condition S ≤ M ≤ (1+y)S means that M − S and (1+y)S − M are positive semidefinite. For every x it gives

x†Sx ≤ x†Mx ≤ (1+y) x†Sx.

Two short lemmas provide this, one for the factor 1+y and one for the order.

```lean
/-- Scaling a matrix by a real factor scales its quadratic form. -/
theorem expect_smul (a : ℝ) (A : Matrix (Fin n) (Fin n) ℂ) (x : Fin n → ℂ) :
    expect (a • A) x = a * expect A x := by
  simp [expect, Matrix.smul_mulVec, dotProduct_smul]

/-- If `B - A` is positive semidefinite, the quadratic form of `A` is at most that of `B`. -/
theorem expect_mono {A B : Matrix (Fin n) (Fin n) ℂ} (h : (B - A).PosSemidef)
    (x : Fin n → ℂ) : expect A x ≤ expect B x := by
  have h1 := (Complex.le_def.1 (h.dotProduct_mulVec_nonneg x)).1
  rw [Matrix.sub_mulVec, dotProduct_sub, Complex.sub_re, Complex.zero_re] at h1
  exact sub_nonneg.1 h1
```

Exchanging the roles of S and M gives a second trial vector z, so that

e_k x†Sx ≤ f_k x†Mx,  f_k z†Mz ≤ e_k z†Sz.

If f_k < 0, a larger metric makes f_k x†Mx more negative. The first inequality gives e_k x†Sx ≤ f_k x†Sx, so e_k ≤ f_k. The second gives (1+y) f_k z†Sz ≤ e_k z†Sz, so (1+y) f_k ≤ e_k.

If f_k = 0, the two inequalities give e_k ≤ 0 and e_k ≥ 0.

If f_k > 0, the vectors change places: z gives f_k ≤ e_k, and x gives e_k ≤ (1+y) f_k.

In each case e_k and f_k have the same sign, and

|f_k| ≤ |e_k| ≤ (1+y) |f_k|.

The theorem states this for every k, and its proof follows the same three cases. It needs no assumption y ≥ 0, which follows from the bounds once there is a level at all.

```lean
/-- If `S ≤ M ≤ (1+y) S`, the `k`-th levels of the same `L`, `e k` in the metric `S` and `f k` in
the metric `M`, have equal sign, and `|f k| ≤ |e k| ≤ (1+y) |f k|`. -/
theorem levels_compare {y : ℝ} (he : IsLevels L S e) (hf : IsLevels L M f)
    (hSM : (M - S).PosSemidef) (hMS : ((1 + y) • S - M).PosSemidef) (k : Fin n) :
    SignType.sign (e k) = SignType.sign (f k) ∧
      |f k| ≤ |e k| ∧ |e k| ≤ (1 + y) * |f k| := by
  obtain ⟨x, hs, -, h1⟩ := exists_trial he hf k
  obtain ⟨z, -, ht, h2⟩ := exists_trial hf he k
  have a1 := expect_mono hSM x
  have a2 := expect_mono hMS x
  have b1 := expect_mono hSM z
  have b2 := expect_mono hMS z
  rw [expect_smul] at a2 b2
  rcases lt_trichotomy (f k) 0 with h | h | h
  · -- bound level
    have u : e k ≤ f k := le_of_mul_le_mul_right
      (h1.trans (mul_le_mul_of_nonpos_left a1 h.le)) hs
    have v : (1 + y) * f k ≤ e k := by
      have hz : 0 < expect S z := by
        by_contra hn
        nlinarith [(exists_trial hf he k)]
      refine le_of_mul_le_mul_right ?_ hz
      have := mul_le_mul_of_nonpos_left b2 h.le
      nlinarith
    have h0 : e k < 0 := u.trans_lt h
    rw [sign_neg h, sign_neg h0, abs_of_neg h, abs_of_neg h0]
    exact ⟨rfl, by linarith, by linarith⟩
  · -- level at zero
    rw [h, zero_mul] at h1 h2
    have u : e k ≤ 0 := by nlinarith
    have v : 0 ≤ e k := by nlinarith
    have h0 : e k = 0 := le_antisymm u v
    simp [h, h0]
  · -- unbound level
    have u : f k ≤ e k := by nlinarith
    have v : e k ≤ (1 + y) * f k := by
      refine le_of_mul_le_mul_right ?_ hs
      have := mul_le_mul_of_nonneg_left a2 h.le
      nlinarith
    have h0 : 0 < e k := h.trans_le u
    rw [sign_pos h, sign_pos h0, abs_of_pos h, abs_of_pos h0]
    exact ⟨rfl, u, v⟩

end

end X2CRenormalization
```

```lean
#print axioms X2CRenormalization.levels_compare
-- 'X2CRenormalization.levels_compare' depends on axioms: [propext, Classical.choice, Quot.sound]
```

## Comparing diagonal entries is not enough

Suppose M − S is not positive semidefinite, and one knows only that the diagonal entries of M are at least those of S. Such an M is not an X2C metric; the example only tests the hypothesis of the theorem. Take n = 2, S = 1, L = −1 and

M = [[1, 1/2], [1/2, 1]].

The eigenvalues of M are 1/2 and 3/2, so M ≤ (1+y)S holds with y = 1/2. But e = (−1, −1) and f = (−2, −2/3). The lowest level is now raised by replacing M with S, and |f₀| ≤ |e₀| fails.

## What this says about an X2C spectrum

For one-electron levels in a finite basis, with L held fixed, the theorem gives the direction of the error from a missing renormalization and limits its relative size to y. Since y has to cover every vector in the basis, the error of a particular level can be much smaller. That L and M come from decoupling an actual Dirac matrix is not among the hypotheses; this identification is what makes the f_k relativistic electron energies.
